# The fourth-rank momentum tensor of the three-dimensional Fermi ball is $4\pi k_F^7/105$ times the sum of three delta pairings

At zero temperature, non-interacting electrons in a uniform gas fill every state whose wave vector $k$ is shorter than the Fermi wave vector $k_F$. If the energy of each state gains a small term of fourth order in the components of $k$, the total energy at fixed density changes, to first order in that term, through the integrals of $k_ik_jk_lk_m$ over the filled ball.

```lean
import Mathlib

open MeasureTheory Metric Submodule
open scoped InnerProductSpace Real

namespace FermiSphereTensor

/-- Momentum space in `d` dimensions. -/
abbrev Mom (d : ℕ) := EuclideanSpace ℝ (Fin d)

/-- The Kronecker delta. -/
def δ {d : ℕ} (i j : Fin d) : ℝ := if i = j then 1 else 0

variable {d : ℕ} {kF : ℝ}

/-- A continuous function of momentum is integrable over the Fermi ball. -/
theorem integrable_ball {f : Mom d → ℝ} (hf : Continuous f) :
    IntegrableOn f (ball 0 kF) :=
  (hf.continuousOn.integrableOn_compact (isCompact_closedBall 0 kF)).mono_set
    ball_subset_closedBall

/-- Rotating or reflecting the momentum leaves an integral over the Fermi ball unchanged. -/
theorem integral_comp_isometry (L : Mom d ≃ₗᵢ[ℝ] Mom d) (f : Mom d → ℝ) :
    ∫ k in ball 0 kF, f (L k) = ∫ k in ball 0 kF, f k := by
  have h : L ⁻¹' ball 0 kF = ball 0 kF := by
    ext k
    simp
  have h2 := L.measurePreserving.setIntegral_preimage_emb
    L.toHomeomorph.measurableEmbedding f (ball 0 kF)
  rwa [h] at h2

/-- The fourth moment of the Fermi ball along `u` is `‖u‖ ^ 4` times the fourth moment
along any unit vector `e`. -/
theorem quartic_scaling {e : Mom d} (he : ‖e‖ = 1) (u : Mom d) :
    ∫ k in ball 0 kF, ⟪u, k⟫_ℝ ^ 4 = ‖u‖ ^ 4 * ∫ k in ball 0 kF, ⟪e, k⟫_ℝ ^ 4 := by
  have hn : ‖u‖ = ‖‖u‖ • e‖ := by rw [norm_smul, he, norm_norm, mul_one]
  -- a reflection, or the identity, that carries `u` to the vector of equal length along `e`
  obtain ⟨L, hL⟩ : ∃ L : Mom d ≃ₗᵢ[ℝ] Mom d, L u = ‖u‖ • e := ⟨_, reflection_sub hn⟩
  rw [← integral_const_mul, ← integral_comp_isometry L
    (fun k => ‖u‖ ^ 4 * ⟪e, k⟫_ℝ ^ 4)]
  refine integral_congr_ae (Filter.Eventually.of_forall fun k => ?_)
  beta_reduce
  rw [← mul_pow, ← real_inner_smul_left, ← hL, LinearIsometryEquiv.inner_map_map]

/-- The fourth-rank moment of the Fermi ball, contracted with any four vectors, is isotropic:
it is the sum over the three pairings, times a third of the fourth moment along a unit
vector `e`. -/
theorem isotropic_tensor {e : Mom d} (he : ‖e‖ = 1) (a b c g : Mom d) :
    ∫ k in ball 0 kF, ⟪a, k⟫_ℝ * ⟪b, k⟫_ℝ * ⟪c, k⟫_ℝ * ⟪g, k⟫_ℝ =
      (∫ k in ball 0 kF, ⟪e, k⟫_ℝ ^ 4) / 3 *
        (⟪a, b⟫_ℝ * ⟪c, g⟫_ℝ + ⟪a, c⟫_ℝ * ⟪b, g⟫_ℝ + ⟪a, g⟫_ℝ * ⟪b, c⟫_ℝ) := by
  -- signs and vectors of the polarisation identity
  obtain ⟨s, hs⟩ : ∃ s : Fin 8 → ℝ, s = ![1, -1, -1, 1, -1, 1, 1, -1] := ⟨_, rfl⟩
  obtain ⟨v, hv⟩ : ∃ v : Fin 8 → Mom d, v = ![a + b + c + g, a + b + c - g, a + b - c + g,
    a + b - c - g, a - b + c + g, a - b + c - g, a - b - c + g, a - b - c - g] := ⟨_, rfl⟩
  have key : ∫ k in ball 0 kF, ∑ i, s i * ⟪v i, k⟫_ℝ ^ 4 =
      ∑ i, s i * (‖v i‖ ^ 4 * ∫ k in ball 0 kF, ⟪e, k⟫_ℝ ^ 4) := by
    rw [integral_finsetSum _ (fun i _ => integrable_ball (by fun_prop))]
    refine Finset.sum_congr rfl fun i _ => ?_
    rw [integral_const_mul, quartic_scaling he]
  have n4 : ∀ x : Mom d, ‖x‖ ^ 4 = ⟪x, x⟫_ℝ ^ 2 := by
    intro x
    rw [real_inner_self_eq_norm_sq]
    ring
  calc _ = ∫ k in ball 0 kF, (1 / 192) * ∑ i, s i * ⟪v i, k⟫_ℝ ^ 4 := by
        refine integral_congr_ae (Filter.Eventually.of_forall fun k => ?_)
        simp only [hs, hv, Fin.sum_univ_eight, Matrix.cons_val, inner_add_left, inner_sub_left]
        ring
    _ = _ := by
        rw [integral_const_mul, key]
        simp only [hs, hv, Fin.sum_univ_eight, Matrix.cons_val, n4, inner_add_left,
          inner_sub_left, inner_add_right, inner_sub_right, real_inner_comm a b,
          real_inner_comm a c, real_inner_comm a g, real_inner_comm b c,
          real_inner_comm b g, real_inner_comm c g]
        ring

/-- For `kF ≥ 0` and in `d ≥ 1` dimensions the integral of `‖k‖ ^ 4` over the Fermi ball is
`d V kF ^ (d + 4) / (d + 4)`, with `V` the volume of the unit ball. -/
theorem integral_norm_four (hd : 0 < d) (hkF : 0 ≤ kF) :
    ∫ k in ball (0 : Mom d) kF, ‖k‖ ^ 4 =
      d * volume.real (ball (0 : Mom d) 1) * kF ^ (d + 4) / (d + 4) := by
  obtain ⟨n, rfl⟩ : ∃ n, d = n + 1 := ⟨d - 1, by omega⟩
  have : Nontrivial (Mom (n + 1)) := Module.nontrivial_of_finrank_pos (R := ℝ) (by simp)
  have h1 : ∫ k in ball (0 : Mom (n + 1)) kF, ‖k‖ ^ 4 =
      ∫ k : Mom (n + 1), (Set.Iio kF).indicator (fun y : ℝ => y ^ 4) ‖k‖ := by
    rw [← integral_indicator measurableSet_ball]
    refine integral_congr_ae (Filter.Eventually.of_forall fun k => ?_)
    by_cases hk : ‖k‖ < kF <;> simp [Set.indicator, hk]
  -- the remaining one-dimensional radial integral
  have h2 : ∫ y in Set.Ioi (0 : ℝ), y ^ n • (Set.Iio kF).indicator (fun y : ℝ => y ^ 4) y =
      kF ^ (n + 5) / (n + 5) := by
    calc _ = ∫ y in Set.Ioi (0 : ℝ), (Set.Iio kF).indicator (fun y : ℝ => y ^ (n + 4)) y := by
          refine integral_congr_ae (Filter.Eventually.of_forall fun y => ?_)
          by_cases hy : y < kF <;> simp [hy, pow_add]
      _ = ∫ y in Set.Ioi (0 : ℝ) ∩ Set.Iio kF, y ^ (n + 4) :=
          setIntegral_indicator measurableSet_Iio
      _ = ∫ y in (0 : ℝ)..kF, y ^ (n + 4) := by
          rw [Set.Ioi_inter_Iio, intervalIntegral.integral_of_le hkF,
            integral_Ioc_eq_integral_Ioo]
      _ = _ := by
          rw [integral_pow, zero_pow (by omega)]
          push_cast
          ring
  rw [h1, integral_fun_norm_addHaar (volume : Measure (Mom (n + 1))),
    finrank_euclideanSpace_fin, Nat.add_sub_cancel, h2]
  simp only [nsmul_eq_mul, smul_eq_mul]
  push_cast
  ring

/-- The component `k i` is the inner product of `k` with the `i`-th axis vector. -/
theorem inner_axis (i : Fin d) (k : Mom d) :
    ⟪EuclideanSpace.single i (1 : ℝ), k⟫_ℝ = k i := by
  simp [EuclideanSpace.inner_single_left]

/-- Fourth-rank tensor of the Fermi ball in any dimension `d`, for `kF ≥ 0` and with `V` the volume
of the unit ball: the integral of `k i * k j * k l * k m` is `V kF ^ (d + 4) / ((d + 2) (d + 4))`
times the sum of the three products of Kronecker deltas. -/
theorem fermi_tensor (hkF : 0 ≤ kF) (i j l m : Fin d) :
    ∫ k in ball (0 : Mom d) kF, k i * k j * k l * k m =
      volume.real (ball (0 : Mom d) 1) * kF ^ (d + 4) / ((d + 2) * (d + 4)) *
        (δ i j * δ l m + δ i l * δ j m + δ i m * δ j l) := by
  have hd : (0 : ℝ) < d := by exact_mod_cast i.pos
  have he : ‖EuclideanSpace.single i (1 : ℝ)‖ = 1 := by simp
  have hδ : ∀ p q : Fin d, (EuclideanSpace.single q (1 : ℝ)) p = δ p q := by
    intro p q
    simp [δ]
  obtain ⟨C, hC⟩ : ∃ C, C = ∫ k in ball (0 : Mom d) kF,
    ⟪EuclideanSpace.single i (1 : ℝ), k⟫_ℝ ^ 4 := ⟨_, rfl⟩
  have h : ∀ p q r t : Fin d, ∫ k in ball (0 : Mom d) kF, k p * k q * k r * k t =
      C / 3 * (δ p q * δ r t + δ p r * δ q t + δ p t * δ q r) := by
    intro p q r t
    have h0 := isotropic_tensor (kF := kF) he (EuclideanSpace.single p 1)
      (EuclideanSpace.single q 1) (EuclideanSpace.single r 1) (EuclideanSpace.single t 1)
    rw [← hC] at h0
    simpa only [inner_axis, hδ] using h0
  -- contracting two pairs of indices gives the integral of `‖k‖ ^ 4`
  have hsum : ∫ k in ball (0 : Mom d) kF, ‖k‖ ^ 4 = C / 3 * (d * d + 2 * d) := by
    have hk : ∀ k : Mom d, ‖k‖ ^ 4 = ∑ p, ∑ q, k p * k p * k q * k q := by
      intro k
      have h2 : ‖k‖ ^ 2 = ∑ p, k p * k p := by
        rw [EuclideanSpace.norm_sq_eq]
        exact Finset.sum_congr rfl fun p _ => by rw [Real.norm_eq_abs, sq_abs, sq]
      rw [show ‖k‖ ^ 4 = ‖k‖ ^ 2 * ‖k‖ ^ 2 by ring, h2, Finset.sum_mul_sum]
      exact Finset.sum_congr rfl fun p _ => Finset.sum_congr rfl fun q _ => by ring
    have hs : ∑ p : Fin d, ∑ q : Fin d, (δ p p * δ q q + δ p q * δ p q + δ p q * δ p q) =
        (d * d + 2 * d : ℝ) := by
      simp [δ, Finset.sum_add_distrib]
      ring
    simp only [hk]
    rw [integral_finsetSum _ (fun p _ => integrable_ball (by fun_prop)), ← hs, Finset.mul_sum]
    refine Finset.sum_congr rfl fun p _ => ?_
    rw [integral_finsetSum _ (fun q _ => integrable_ball (by fun_prop)), Finset.mul_sum]
    exact Finset.sum_congr rfl fun q _ => h p p q q
  rw [integral_norm_four i.pos hkF, div_eq_iff (by positivity)] at hsum
  rw [h]
  congr 1
  rw [eq_div_iff (by positivity)]
  apply mul_left_cancel₀ hd.ne'
  linear_combination -hsum

/-- In three dimensions and for `kF ≥ 0` the integral of `k i * k j * k l * k m` over the Fermi ball
is `4 π kF ^ 7 / 105` times the sum of the three products of Kronecker deltas. -/
theorem fermi_tensor_three (hkF : 0 ≤ kF) (i j l m : Fin 3) :
    ∫ k in ball (0 : Mom 3) kF, k i * k j * k l * k m =
      4 * π * kF ^ 7 / 105 * (δ i j * δ l m + δ i l * δ j m + δ i m * δ j l) := by
  have hV : volume.real (ball (0 : Mom 3) 1) = π * 4 / 3 := by
    rw [measureReal_def, EuclideanSpace.volume_ball_fin_three, ENNReal.ofReal_one, one_pow,
      one_mul, ENNReal.toReal_ofReal (by positivity)]
  rw [fermi_tensor hkF, hV]
  push_cast
  ring

/-- In three dimensions and for `kF ≥ 0` the fourth moment of the Fermi ball along any vector `u` is
`4 π kF ^ 7 / 35` times `‖u‖ ^ 4`. -/
theorem directional_quartic_three (hkF : 0 ≤ kF) (u : Mom 3) :
    ∫ k in ball 0 kF, ⟪u, k⟫_ℝ ^ 4 = 4 * π * kF ^ 7 / 35 * ‖u‖ ^ 4 := by
  have he : ‖EuclideanSpace.single (0 : Fin 3) (1 : ℝ)‖ = 1 := by simp
  have h := fermi_tensor_three hkF 0 0 0 0
  have h4 : ∀ k : Mom 3, k 0 * k 0 * k 0 * k 0 = k 0 ^ 4 := fun k => by ring
  have h1 : δ (0 : Fin 3) 0 = 1 := if_pos rfl
  simp only [h4, h1] at h
  rw [quartic_scaling he]
  simp only [inner_axis]
  rw [h]
  ring

end FermiSphereTensor
```

```lean
#print axioms FermiSphereTensor.fermi_tensor
-- 'FermiSphereTensor.fermi_tensor' depends on axioms: [propext, Classical.choice, Quot.sound]
#print axioms FermiSphereTensor.directional_quartic_three
-- 'FermiSphereTensor.directional_quartic_three' depends on axioms: [propext, Classical.choice, Quot.sound]
```

## The integral in three and in $d$ dimensions

The theorem `fermi_tensor_three` says that for $k_F\ge 0$ and any indices $i,j,l,m$,

$$\int_{|k|<k_F} k_ik_jk_lk_m\,d^3k=\frac{4\pi k_F^7}{105}\left(\delta_{ij}\delta_{lm}+\delta_{il}\delta_{jm}+\delta_{im}\delta_{jl}\right).$$

It is the case $d=3$ of `fermi_tensor`, whose prefactor is $Vk_F^{d+4}/((d+2)(d+4))$, with $V$ the volume of the unit ball in $d$ dimensions. The theorem `directional_quartic_three` gives the fourth moment along an arbitrary vector $u$ in three dimensions, $\int (u\cdot k)^4\,d^3k=\frac{4\pi k_F^7}{35}|u|^4$.

The type `Mom d` is $\mathbb R^d$ with its Euclidean inner product, written `⟪u, k⟫_ℝ`. The indices have type `Fin 3`, so the axes $x,y,z$ are numbered 0, 1, 2. The set `ball 0 kF` is the open ball, and `δ` is the Kronecker delta.

## What the ball stands for

The elements of `Mom d` are called momenta, but they are wave vectors; the momentum is $\hbar k$. The integral uses the plain volume element, without the spin factor 2 or the density $1/(2\pi)^3$ of allowed wave vectors per unit volume of the gas. Dividing by the ball's volume $4\pi k_F^3/3$ gives averages over the occupied states, for instance $\langle k_x^4\rangle=3k_F^4/35$.

The sharp spherical boundary is that of free electrons at zero temperature; at finite temperature the occupation is smeared. The step from a finite box, where the allowed $k$ form a grid, to an integral over the ball is taken before the theorem starts.

## Reflections relate the fourth moments along all directions

Let $e$ be a unit vector and $C=\int(e\cdot k)^4\,d^dk$ over the ball. The vectors $u$ and $|u|e$ have equal length, so some reflection or the identity, $L$, carries the first to the second. Since $L$ preserves inner products,

$$u\cdot k=Lu\cdot Lk=|u|\,e\cdot Lk.$$

The ball and the volume element are unchanged by $L$, hence

$$\int(u\cdot k)^4\,d^dk=|u|^4C.$$

In Lean, `integral_comp_isometry` supplies the change of variable, and `quartic_scaling` obtains $L$ from `reflection_sub`.

## Eight fourth powers give the three pairings

For numbers $A,B,D,G$ and signs $\epsilon_1,\epsilon_2,\epsilon_3=\pm1$,

$$192\,ABDG=\sum_{\epsilon}\epsilon_1\epsilon_2\epsilon_3\,(A+\epsilon_1B+\epsilon_2D+\epsilon_3G)^4.$$

Only terms odd in each of $B$, $D$ and $G$ survive the sum. At degree four this leaves $ABDG$. Its coefficient in each power is $24\,\epsilon_1\epsilon_2\epsilon_3$, so each of the eight terms of the sum contributes $24\,ABDG$.

Now take $A=a\cdot k$, $B=b\cdot k$, $D=c\cdot k$, $G=g\cdot k$ for four vectors $a,b,c,g$, and integrate. Each power becomes $C|w|^4$ with $w=a+\epsilon_1b+\epsilon_2c+\epsilon_3g$, and

$$|w|^2=S+2\left(\epsilon_1\,a\cdot b+\epsilon_2\,a\cdot c+\epsilon_3\,a\cdot g+\epsilon_1\epsilon_2\,b\cdot c+\epsilon_1\epsilon_3\,b\cdot g+\epsilon_2\epsilon_3\,c\cdot g\right),$$

where $S=|a|^2+|b|^2+|c|^2+|g|^2$. In the square of this, the part proportional to $\epsilon_1\epsilon_2\epsilon_3$ has coefficient

$$8\left[(a\cdot b)(c\cdot g)+(a\cdot c)(b\cdot g)+(a\cdot g)(b\cdot c)\right].$$

The eight sign choices make this 64 times the bracket, and $64/192=1/3$. The integral of the four-fold product is therefore $C/3$ times the bracket.

This is `isotropic_tensor`. Its lists `s` and `v` hold the signs and the vectors $w$; `integrable_ball` permits the exchange of sum and integral, `simp` expands the inner products, and `ring` multiplies out the powers.

## The trace fixes the constant

Choosing axis vectors for $a,b,c,g$ turns inner products with $k$ into components, which is `inner_axis`, and gives

$$\int k_ik_jk_lk_m\,d^dk=\frac C3\left(\delta_{ij}\delta_{lm}+\delta_{il}\delta_{jm}+\delta_{im}\delta_{jl}\right).$$

Set $j=i$ and $m=l$ and sum over both. The left side becomes $\int|k|^4\,d^dk$, and the deltas give $d^2+d+d$. In polar coordinates the same integral is

$$\int|k|^4\,d^dk=dV\int_0^{k_F}r^{d-1}r^4\,dr=\frac{dVk_F^{d+4}}{d+4}.$$

Equating the two,

$$\frac C3\,d(d+2)=\frac{dVk_F^{d+4}}{d+4},\qquad \frac C3=\frac{Vk_F^{d+4}}{(d+2)(d+4)}.$$

For $d=3$, $V=4\pi/3$ and the prefactor is $4\pi k_F^7/105$.

The radial integral is `integral_norm_four`, where an indicator function encodes the cutoff at $k_F$. Inside `fermi_tensor`, `hsum` is the double contraction, and `linear_combination` solves for the constant. `fermi_tensor_three` inserts the volume of the unit ball. For `directional_quartic_three`, all four indices are set equal, so the deltas sum to 3, and `quartic_scaling` extends the result from an axis to any $u$.

## A fourth-order band term with cubic symmetry

Suppose an isotropic parabolic band of non-interacting electrons acquires a small term $\lambda(k_x^4+k_y^4+k_z^4)$ in its energy. To first order in $\lambda$ at fixed density, the energy per volume changes by the integral of this term over the undistorted ball, with the factor $2/(2\pi)^3$ restored:

$$\frac{2}{(2\pi)^3}\,\lambda\cdot3\cdot\frac{4\pi k_F^7}{35}=\frac{3\lambda k_F^7}{35\pi^2}.$$

With the electron density $k_F^3/(3\pi^2)$, this is $9\lambda k_F^4/35$ per electron.

## The diagonal direction for $k_F=1$

The tensor gives $\int k_x^4\,d^3k=4\pi/35\approx0.359$ and $\int k_x^2k_y^2\,d^3k=4\pi/105\approx0.120$. For $u=(1,1,0)$ the terms odd in $k_x$ or $k_y$ vanish, so

$$\int(k_x+k_y)^4\,d^3k=2\cdot\frac{4\pi}{35}+6\cdot\frac{4\pi}{105}=\frac{16\pi}{35}.$$

The directional formula gives the same value, since $|u|^4=4$.
